# Every port of a lossless, reciprocal, matched four-port is isolated from another port

Suppose that a four-port junction loses no power, reflects nothing and transmits alike in both directions, and that a wave entering any port leaves through the other three with real amplitudes $\pm 1/\sqrt3$. If $S_{ij}$ is the amplitude between ports $i$ and $j$, numbered 0 to 3, conservation of power requires the products $S_{01}S_{23}$, $S_{02}S_{13}$ and $S_{03}S_{12}$ to have pairwise opposite signs, which three nonzero real numbers cannot have, so this junction does not exist.

```lean
import Mathlib

open Matrix ComplexConjugate

namespace DirectionalCoupler

/-- A four-port scattering matrix (ports numbered 0 to 3) that is lossless (unitary),
reciprocal (symmetric) and matched (no reflection at any port). -/
structure IsIdealFourPort (S : Matrix (Fin 4) (Fin 4) ℂ) : Prop where
  lossless : S ∈ Matrix.unitaryGroup (Fin 4) ℂ
  reciprocal : S.IsSymm
  matched : ∀ i, S i i = 0

/-- In a lossless four-port, the rows of the scattering matrix that belong to two different
ports are orthogonal. -/
theorem rows_orthogonal {S : Matrix (Fin 4) (Fin 4) ℂ}
    (hS : S ∈ Matrix.unitaryGroup (Fin 4) ℂ) {i j : Fin 4} (hij : i ≠ j) :
    ∑ k, S i k * conj (S j k) = 0 := by
  have h := congrFun (congrFun (Matrix.mem_unitaryGroup_iff.1 hS) i) j
  rw [Matrix.mul_apply, Matrix.one_apply_ne hij] at h
  exact h

/-- In a lossless four-port, the squared moduli in each row of the scattering matrix
add up to one. -/
theorem row_power {S : Matrix (Fin 4) (Fin 4) ℂ}
    (hS : S ∈ Matrix.unitaryGroup (Fin 4) ℂ) (i : Fin 4) :
    ∑ k, Complex.normSq (S i k) = 1 := by
  have h := congrFun (congrFun (Matrix.mem_unitaryGroup_iff.1 hS) i) i
  rw [Matrix.mul_apply, Matrix.one_apply_eq] at h
  have h' : ∑ k, S i k * conj (S i k) = 1 := h
  simp only [Complex.mul_conj] at h'
  exact_mod_cast h'

/-- In a lossless, reciprocal, matched four-port, the path between two ports and the path
between the other two ports transmit the same fraction of the power. -/
theorem complementary_power {S : Matrix (Fin 4) (Fin 4) ℂ} (hS : IsIdealFourPort S) :
    Complex.normSq (S 0 1) = Complex.normSq (S 2 3) ∧
    Complex.normSq (S 0 2) = Complex.normSq (S 1 3) ∧
    Complex.normSq (S 0 3) = Complex.normSq (S 1 2) := by
  have hr := hS.reciprocal
  have h0 := row_power hS.lossless 0
  have h1 := row_power hS.lossless 1
  have h2 := row_power hS.lossless 2
  have h3 := row_power hS.lossless 3
  -- write every power sum in terms of the six independent entries
  simp only [Fin.sum_univ_four, hS.matched, hr.apply 0 1, hr.apply 0 2, hr.apply 0 3,
    hr.apply 1 2, hr.apply 1 3, hr.apply 2 3, map_zero] at h0 h1 h2 h3
  refine ⟨?_, ?_, ?_⟩ <;> linarith

/-- In a lossless, reciprocal, matched four-port, port 1 cannot be connected to all three
other ports: at least one of its transmission amplitudes vanishes. -/
theorem port_has_closed_path {S : Matrix (Fin 4) (Fin 4) ℂ} (hS : IsIdealFourPort S) :
    S 0 1 = 0 ∨ S 1 2 = 0 ∨ S 1 3 = 0 := by
  have hr := hS.reciprocal
  have h1 := rows_orthogonal hS.lossless (i := 0) (j := 1) (by decide)
  have h2 := rows_orthogonal hS.lossless (i := 0) (j := 2) (by decide)
  have h3 := rows_orthogonal hS.lossless (i := 0) (j := 3) (by decide)
  simp only [Fin.sum_univ_four, hS.matched, hr.apply 0 1, hr.apply 0 2, hr.apply 0 3,
    hr.apply 1 2, hr.apply 1 3, hr.apply 2 3, map_zero, mul_zero, zero_mul,
    add_zero, zero_add] at h1 h2 h3
  -- the three interference conditions are compatible only if this product vanishes
  have key : S 0 1 * conj (S 1 2) * conj (S 1 3) = 0 := by
    linear_combination (conj (S 1 3) * h2 + conj (S 1 2) * h3 - conj (S 2 3) * h1) / 2
  simpa [mul_eq_zero, or_assoc] using key

/-- **Directional coupler theorem.** In a lossless, reciprocal, matched four-port, the ports
can be grouped into two pairs such that there is no transmission within either pair. -/
theorem directional_coupler {S : Matrix (Fin 4) (Fin 4) ℂ} (hS : IsIdealFourPort S) :
    (S 0 1 = 0 ∧ S 2 3 = 0) ∨ (S 0 2 = 0 ∧ S 1 3 = 0) ∨ (S 0 3 = 0 ∧ S 1 2 = 0) := by
  obtain ⟨p, q, r⟩ := complementary_power hS
  -- one path is closed, and the power balance closes the complementary one
  rcases port_has_closed_path hS with h | h | h
  · exact Or.inl ⟨h, Complex.normSq_eq_zero.1 (by rw [← p, h, map_zero])⟩
  · exact Or.inr (Or.inr ⟨Complex.normSq_eq_zero.1 (by rw [r, h, map_zero]), h⟩)
  · exact Or.inr (Or.inl ⟨Complex.normSq_eq_zero.1 (by rw [q, h, map_zero]), h⟩)

/-- In a lossless, reciprocal, matched four-port, every port is isolated, in both directions,
from some other port. -/
theorem every_port_isolated {S : Matrix (Fin 4) (Fin 4) ℂ} (hS : IsIdealFourPort S)
    (i : Fin 4) : ∃ j, j ≠ i ∧ S i j = 0 ∧ S j i = 0 := by
  have hr := hS.reciprocal
  have key : ∃ j, j ≠ i ∧ S i j = 0 := by
    rcases directional_coupler hS with ⟨h, h'⟩ | ⟨h, h'⟩ | ⟨h, h'⟩
    · fin_cases i
      exacts [⟨1, by decide, h⟩, ⟨0, by decide, (hr.apply 0 1).trans h⟩,
        ⟨3, by decide, h'⟩, ⟨2, by decide, (hr.apply 2 3).trans h'⟩]
    · fin_cases i
      exacts [⟨2, by decide, h⟩, ⟨3, by decide, h'⟩,
        ⟨0, by decide, (hr.apply 0 2).trans h⟩, ⟨1, by decide, (hr.apply 1 3).trans h'⟩]
    · fin_cases i
      exacts [⟨3, by decide, h⟩, ⟨2, by decide, h'⟩,
        ⟨1, by decide, (hr.apply 1 2).trans h'⟩, ⟨0, by decide, (hr.apply 0 3).trans h⟩]
  obtain ⟨j, hj, h⟩ := key
  exact ⟨j, hj, h, (hr.apply i j).trans h⟩

/-- The scattering matrix of a coupler with two mirror symmetries, through amplitude `a` and coupled
amplitude `b`; port 0 is isolated from port 3, and port 1 from port 2. -/
def coupler (a b : ℂ) : Matrix (Fin 4) (Fin 4) ℂ :=
  !![0, a, b, 0; a, 0, 0, b; b, 0, 0, a; 0, b, a, 0]

/-- The four-port `coupler a b` is lossless, reciprocal and matched exactly when its two output
powers add up to one and its two amplitudes are in quadrature, `Re (a b*) = 0`. -/
theorem coupler_ideal_iff (a b : ℂ) :
    IsIdealFourPort (coupler a b) ↔
      Complex.normSq a + Complex.normSq b = 1 ∧ (a * conj b).re = 0 := by
  constructor
  · intro hS
    refine ⟨by simpa [coupler, Fin.sum_univ_four] using row_power hS.lossless 0, ?_⟩
    have h : a * conj b + b * conj a = 0 := by
      simpa [coupler, Fin.sum_univ_four] using
        rows_orthogonal hS.lossless (i := 0) (j := 3) (by decide)
    have h' := congrArg Complex.re h
    simp only [Complex.add_re, Complex.mul_re, Complex.conj_re, Complex.conj_im,
      Complex.zero_re] at h' ⊢
    linarith
  · rintro ⟨hp, hq⟩
    have h1 : a * conj a + b * conj b = 1 := by
      rw [Complex.mul_conj, Complex.mul_conj]
      exact_mod_cast hp
    have h2 : a * conj b + b * conj a = 0 := by
      simp only [Complex.mul_re, Complex.conj_re, Complex.conj_im] at hq
      apply Complex.ext <;>
        simp only [Complex.add_re, Complex.add_im, Complex.mul_re, Complex.mul_im,
          Complex.conj_re, Complex.conj_im, Complex.zero_re, Complex.zero_im] <;>
        linarith
    refine ⟨?_, ?_, ?_⟩
    · -- the adjoint is the coupler with conjugate amplitudes
      have hstar : star (coupler a b) = coupler (conj a) (conj b) := by
        ext i j
        fin_cases i <;> fin_cases j <;> simp [coupler, Matrix.star_apply]
      rw [Matrix.mem_unitaryGroup_iff, hstar]
      generalize conj a = a' at h1 h2 ⊢
      generalize conj b = b' at h1 h2 ⊢
      ext i j
      fin_cases i <;> fin_cases j <;>
        simp [coupler, Matrix.mul_apply, Fin.sum_univ_four] <;>
        first | linear_combination h1 | linear_combination h2
    · ext i j
      fin_cases i <;> fin_cases j <;> simp [coupler]
    · intro i
      fin_cases i <;> simp [coupler]

/-- The coupler with amplitudes `3/5` and `4i/5` is lossless, reciprocal and matched. -/
theorem coupler_witness : IsIdealFourPort (coupler ⟨3 / 5, 0⟩ ⟨0, 4 / 5⟩) :=
  (coupler_ideal_iff _ _).2
    ⟨by norm_num [Complex.normSq_apply], by simp [Complex.mul_re]⟩

/-- A scattering matrix whose amplitudes change sign when source and receiver are
exchanged. -/
noncomputable def nonreciprocal : Matrix (Fin 4) (Fin 4) ℂ :=
  !![0, 1/3, 2/3, 2/3; -1/3, 0, 2/3, -2/3; -2/3, -2/3, 0, 1/3; -2/3, 2/3, -1/3, 0]

/-- Without reciprocity isolation can fail: this four-port is lossless, and its scattering
amplitudes vanish for reflection and for nothing else, so that every port is connected to every
other. -/
theorem nonreciprocal_no_isolation :
    nonreciprocal ∈ Matrix.unitaryGroup (Fin 4) ℂ ∧
      ∀ i j, nonreciprocal i j = 0 ↔ i = j := by
  constructor
  · -- the matrix is real and antisymmetric
    have hstar : star nonreciprocal = -nonreciprocal := by
      ext i j
      fin_cases i <;> fin_cases j <;>
        simp [nonreciprocal, Matrix.star_apply] <;> norm_num
    rw [Matrix.mem_unitaryGroup_iff, hstar]
    ext i j
    fin_cases i <;> fin_cases j <;>
      simp [nonreciprocal, Matrix.mul_apply, Fin.sum_univ_four] <;> norm_num
  · intro i j
    fin_cases i <;> fin_cases j <;> norm_num [nonreciprocal]

end DirectionalCoupler
```

```lean
#print axioms DirectionalCoupler.every_port_isolated
#print axioms DirectionalCoupler.nonreciprocal_no_isolation
```

```
'DirectionalCoupler.every_port_isolated' depends on axioms: [propext, Classical.choice, Quot.sound]
'DirectionalCoupler.nonreciprocal_no_isolation' depends on axioms: [propext, Classical.choice, Quot.sound]
```

## Three signs that cannot be pairwise opposite

The sign argument comes from waves sent into two ports at once. Power is conserved for every such superposition only if different rows of $S$ are orthogonal. For rows 0 and 1, with no reflection and real amplitudes, this reads

$$S_{02}S_{12}+S_{03}S_{13}=0 .$$

The two terms have opposite signs, so their product is negative, and regrouping its factors gives $(S_{02}S_{13})(S_{03}S_{12})<0$. Rows 0 and 2 give $(S_{01}S_{23})(S_{03}S_{12})<0$ in the same way, and rows 0 and 3 give $(S_{01}S_{23})(S_{02}S_{13})<0$. Among three nonzero real numbers, two share a sign, which is the contradiction.

The general theorem allows complex amplitudes and unequal splitting. The same three orthogonality relations then force some path to be closed.

## The junction as a complex matrix

A wave of complex amplitude $x_j$ enters port $j$, and the outgoing amplitudes are $y_i=\sum_j S_{ij}x_j$. In Lean, `S` has type `Matrix (Fin 4) (Fin 4) ℂ`. The indices run from 0 to 3, where engineering texts usually number the ports from 1 to 4.

The structure `IsIdealFourPort S` collects three conditions:

- `lossless` places $S$ in the unitary group, $SS^\dagger=1$. All the power that enters comes out again, for every superposition of inputs.
- `reciprocal` says that $S_{ij}=S_{ji}$. Transmission from one port to another has the same amplitude and phase as transmission back.
- `matched` says that $S_{ii}=0$. A wave sent into one port alone is not reflected there.

The theorem `directional_coupler` states that, under these conditions, at least one of three alternatives holds:

$$S_{01}=S_{23}=0,\qquad S_{02}=S_{13}=0,\qquad S_{03}=S_{12}=0 .$$

Each alternative groups the ports into two pairs and closes the path within each pair. The "or" is inclusive: two separate, perfectly transmitting lines satisfy two of the alternatives at once. The name "directional coupler" therefore includes devices that couple nothing between their lines. The corollary `every_port_isolated` says that each port $i$ has a different port $j$ with $S_{ij}=S_{ji}=0$.

The step from this matrix to a device is the choice of amplitudes. Each port is taken to carry one propagating mode at a fixed frequency, normalised so that $|x_j|^2$ is the power carried. Unitarity then expresses conservation of power. The three conditions are also taken to hold exactly, and the theorem gives no bound on the leakage of a junction that is only nearly matched.

In quantum transport, the result applies to non-interacting, spinless electrons in a coherent conductor with four single-mode leads and time-reversal symmetry: if no lead reflects at a given energy, each lead has zero transmission to some other lead at that energy.

## Equal power on complementary paths

Call two paths complementary if together they use all four ports, such as 0–1 and 2–3. The diagonal entries of $SS^\dagger=1$ say that the squared moduli in each row add up to one. This is `row_power`, in which `Complex.normSq` is the squared modulus. With zero diagonal and symmetry, the four sums become

$$\begin{aligned}
|S_{01}|^2+|S_{02}|^2+|S_{03}|^2&=1,\\
|S_{01}|^2+|S_{12}|^2+|S_{13}|^2&=1,\\
|S_{02}|^2+|S_{12}|^2+|S_{23}|^2&=1,\\
|S_{03}|^2+|S_{13}|^2+|S_{23}|^2&=1.
\end{aligned}$$

Add the first two and subtract the last two. Everything cancels except $2|S_{01}|^2-2|S_{23}|^2=0$. Rows 0 and 2 against rows 1 and 3 give $|S_{02}|=|S_{13}|$, and rows 0 and 3 against rows 1 and 2 give $|S_{03}|=|S_{12}|$.

This is `complementary_power`. Its `simp only` step uses symmetry to write the sums in the six entries above the diagonal, and `linarith` finds the three combinations.

## A closed path at port 1

The off-diagonal entries of $SS^\dagger=1$ give the orthogonality of rows, `rows_orthogonal`. For row 0 against rows 1, 2 and 3 the relations are

$$\begin{aligned}
S_{02}S_{12}^*+S_{03}S_{13}^*&=0,\\
S_{01}S_{12}^*+S_{03}S_{23}^*&=0,\\
S_{01}S_{13}^*+S_{02}S_{23}^*&=0 .
\end{aligned}$$

Multiply the second relation by $S_{13}^*$, the third by $S_{12}^*$ and the first by $-S_{23}^*$, and add them. The terms with $S_{03}S_{13}^*S_{23}^*$ cancel, as do those with $S_{02}S_{12}^*S_{23}^*$. What remains is

$$2\,S_{01}S_{12}^*S_{13}^*=0 .$$

At least one of the three factors is zero, so port 1 cannot be connected to all three other ports. In `port_has_closed_path` the relations are called `h1`, `h2` and `h3`, and the `linear_combination` line contains exactly these multipliers, divided by 2.

The theorem follows by cases. If $S_{01}=0$, the power balance gives $S_{23}=0$. If $S_{12}=0$, it gives $S_{03}=0$, and if $S_{13}=0$, it gives $S_{02}=0$. These are the three branches of `directional_coupler`. For `every_port_isolated`, the proof takes each alternative and each port in turn, names the isolated partner, and uses symmetry for the reverse direction.

## Two amplitudes in quadrature

The matrix `coupler a b` describes a device with two mirror symmetries: it is unchanged when ports 0 and 1 are exchanged together with ports 2 and 3, and when ports 0 and 2 are exchanged together with ports 1 and 3. A wave entering port 0 leaves through port 1 with amplitude $a$ and through port 2 with amplitude $b$, and nothing reaches port 3. The theorem `coupler_ideal_iff` states that this matrix satisfies `IsIdealFourPort` exactly when

$$|a|^2+|b|^2=1,\qquad \operatorname{Re}(ab^*)=0 .$$

Symmetry and zero diagonal are built into the matrix, so only unitarity imposes conditions. Each row contains $a$ and $b$ once, which gives the first equation. Rows 0 and 3 are $(0,a,b,0)$ and $(0,b,a,0)$, and their orthogonality reads $ab^*+ba^*=2\operatorname{Re}(ab^*)=0$. Rows 1 and 2 give the same condition, and every other pair of rows has no nonzero column in common. If neither amplitude vanishes, the two outputs are therefore 90° out of phase.

The Lean proof reads off both conditions from `row_power` and `rows_orthogonal`. For the converse, it writes the adjoint as the coupler with conjugate amplitudes and checks the sixteen entries of the product, each of which is trivial or follows from one of the two conditions.

The theorem `coupler_witness` applies the criterion to $a=3/5$ and $b=4i/5$, a coupler that sends 36% of the power straight through and 64% to the coupled port. Ideal four-ports in the sense of the definition therefore exist.

The quadrature condition belongs to this family with two mirror symmetries and not to every ideal four-port. As a separate calculation, not part of the Lean code, one can take $S_{01}=S_{02}=S_{13}=1/\sqrt2$, $S_{23}=-1/\sqrt2$ and $S_{03}=S_{12}=0$, which meets all three conditions with real amplitudes and has only the first of the two mirror symmetries.

## Full connection without reciprocity

The matrix `nonreciprocal` is real and changes sign when source and receiver are exchanged. The theorem `nonreciprocal_no_isolation` shows that it is unitary and that its entries vanish exactly on the diagonal. This junction is lossless and matched, yet every port is connected to every other.

Its entries satisfy $|S_{ij}|=|S_{ji}|$, so it transmits equal power in both directions, and the amplitudes for transmission one way and back differ only by a phase of 180°. Equal power both ways is thus too weak a replacement for reciprocity in the theorem, whose proof also uses the equality of the two phases. In the Lean proof, the adjoint is first identified with $-S$, and the product is then checked entry by entry.

## A lost complex conjugate

Since $S$ is symmetric, one may carelessly replace $S^\dagger$ by $S$ and write losslessness as $S^2=1$. The adjoint of a symmetric matrix is its entrywise complex conjugate, which equals $S$ only when the entries are real. In Lean, the corresponding error is to require `S * Sᵀ = 1` in place of membership in the unitary group.

The isolation result does not reveal the error, because the derivation above runs through unchanged with all conjugates removed and squares in place of squared moduli. The coupler does reveal it. Orthogonality of rows 0 and 3 would become $2ab=0$, which would forbid any division of power between the two outputs. For $a=3/5$ and $b=4i/5$, the sum for row 0 would be $a^2+b^2=-7/25$, where the correct sum $|a|^2+|b|^2$ is 1.
